# Moments of the hat function on [-1, 1]: (1 + (-1)^q)/((q + 1)(q + 2))

The theorem `moment_hat` gives every moment of the hat function max(0, 1 - |x|), a piecewise linear scaling function: for each natural number q, the integral of x^q times the function over the real line is (1 + (-1)^q)/((q + 1)(q + 2)). This is zero for odd q and 2/((q + 1)(q + 2)) for even q. The function has integral one, so these are the position moments of a triangular probability density; they are not expectation values in a state with the hat as its wavefunction, which would involve its square. The proof restricts the integral to [-1, 1], splits it at 0, and integrates the powers of x on each side.

This version doesn't compile in Lean 4 with Mathlib:

```lean
import Mathlib

open MeasureTheory Polynomial

namespace WaveletPointValues

noncomputable section

/-- The continuous moment `M_q` of a scaling function. -/
def moment (φ : ℝ → ℝ) (q : ℕ) : ℝ := ∫ x, x ^ q * φ x

/-- The hat function, the piecewise linear scaling function on `[-1, 1]`. -/
def hat (x : ℝ) : ℝ := max 0 (1 - |x|)

/-- Closed formula for all moments of the hat function. -/
theorem moment_hat (q : ℕ) :
    moment hat q = (1 + (-1) ^ q) / (((q : ℝ) + 1) * ((q : ℝ) + 2)) := by
  have hcont : Continuous (fun x : ℝ => x ^ q * hat x) := by
    unfold hat
    fun_prop
  have hsupp : Function.support (fun x : ℝ => x ^ q * hat x) ⊆ Set.Ioc (-1) 1 := by
    intro x hx
    by_contra h
    have h1 : 1 ≤ |x| := by
      by_contra h'
      have h2 := abs_lt.1 (not_le.1 h')
      exact h ⟨h2.1, h2.2.le⟩
    apply hx
    show x ^ q * max 0 (1 - |x|) = 0
    rw [max_eq_left (by linarith), mul_zero]
  -- the two linear pieces
  have hl : ∫ x in (-1 : ℝ)..0, x ^ q * hat x = ∫ x in (-1 : ℝ)..0, (x ^ q + x ^ (q + 1)) := by
    refine intervalIntegral.integral_congr fun x hx => ?_
    rw [Set.uIcc_of_le (by norm_num)] at hx
    show x ^ q * max 0 (1 - |x|) = x ^ q + x ^ (q + 1)
    rw [abs_of_nonpos hx.2, max_eq_right (by linarith [hx.1])]
    ring
  have hr : ∫ x in (0 : ℝ)..1, x ^ q * hat x = ∫ x in (0 : ℝ)..1, (x ^ q - x ^ (q + 1)) := by
    refine intervalIntegral.integral_congr fun x hx => ?_
    rw [Set.uIcc_of_le (by norm_num)] at hx
    show x ^ q * max 0 (1 - |x|) = x ^ q - x ^ (q + 1)
    rw [abs_of_nonneg hx.1, max_eq_right (by linarith [hx.2])]
    ring
  have hp : ∀ (n : ℕ) (a b : ℝ), IntervalIntegrable (fun x : ℝ => x ^ n) volume a b :=
    fun n a b => (continuous_pow n).intervalIntegrable a b
  unfold moment
  rw [← intervalIntegral.integral_eq_integral_of_support_subset hsupp,
    ← intervalIntegral.integral_add_adjacent_intervals (b := 0)
      (hcont.intervalIntegrable _ _) (hcont.intervalIntegrable _ _), hl, hr,
    intervalIntegral.integral_add (hp _ _ _) (hp _ _ _),
    intervalIntegral.integral_sub (hp _ _ _) (hp _ _ _)]
  simp only [integral_pow, one_pow, pow_succ, mul_zero]
  push_cast
  have h1 : (q : ℝ) + 1 ≠ 0 := by positivity
  have h2 : (q : ℝ) + 2 ≠ 0 := by positivity
  have h3 : (q : ℝ) + 1 + 1 = q + 2 := by ring
  rw [h3]
  field_simp
  ring

end

end WaveletPointValues
```

The error:

```
Main.lean:57:6: error: Tactic `rewrite` failed: Did not find an occurrence of the pattern
  ↑q + 1 + 1
in the target expression
  ((0 - (-1) ^ q * -1) / (↑q + 1) + ∫ (x : ℝ) in -1..0, x ^ q * x) +
      ((1 * 1 - 0) / (↑q + 1) - ∫ (x : ℝ) in 0..1, x ^ q * x) =
    (1 + (-1) ^ q) / ((↑q + 1) * (↑q + 2))

q : ℕ
hcont : Continuous fun x => x ^ q * hat x
hsupp : (Function.support fun x => x ^ q * hat x) ⊆ Set.Ioc (-1) 1
hl : ∫ (x : ℝ) in -1..0, x ^ q * hat x = ∫ (x : ℝ) in -1..0, x ^ q + x ^ (q + 1)
hr : ∫ (x : ℝ) in 0..1, x ^ q * hat x = ∫ (x : ℝ) in 0..1, x ^ q - x ^ (q + 1)
hp : ∀ (n : ℕ) (a b : ℝ), IntervalIntegrable (fun x => x ^ n) volume a b
h1 : ↑q + 1 ≠ 0
h2 : ↑q + 2 ≠ 0
h3 : ↑q + 1 + 1 = ↑q + 2
⊢ ((0 - (-1) ^ q * -1) / (↑q + 1) + ∫ (x : ℝ) in -1..0, x ^ q * x) +
      ((1 * 1 - 0) / (↑q + 1) - ∫ (x : ℝ) in 0..1, x ^ q * x) =
    (1 + (-1) ^ q) / ((↑q + 1) * (↑q + 2))
```

What went wrong. The message says that `rw [h3]` found no `↑q + 1 + 1` in the goal. That term should have come from integrating `x ^ (q + 1)`, but the goal shows two integrals of `x ^ q * x` still unevaluated.

The fault lies in the earlier `simp only`, which was given `integral_pow` and `pow_succ` together. `simp` simplifies the integrand before it tries `integral_pow` on the whole integral, so `pow_succ` had already turned `x ^ (q + 1)` into `x ^ q * x`. `integral_pow` expects a single power and no longer matched. The integrals of `x ^ q` were unaffected and were evaluated.

The repair splits the call in two. `simp only [integral_pow]` now evaluates all four integrals while their integrands are still single powers. The second `simp only` then expands the powers of the endpoints, where `pow_succ` does no harm. The denominators from `x ^ (q + 1)` contain `↑(q + 1) + 1`, which `push_cast` turns into `↑q + 1 + 1`, the term `rw [h3]` needs.

As a diff, the version that Lean accepts:

```diff
@@ -50,5 +50,6 @@
     intervalIntegral.integral_add (hp _ _ _) (hp _ _ _),
     intervalIntegral.integral_sub (hp _ _ _) (hp _ _ _)]
-  simp only [integral_pow, one_pow, pow_succ, mul_zero]
+  simp only [integral_pow]
+  simp only [one_pow, pow_succ, mul_zero]
   push_cast
   have h1 : (q : ℝ) + 1 ≠ 0 := by positivity
```
